# Inverse-sixth-power pair sum over a flat layer with a circular hole, taken from a point on the hole's axis

A point sits on the axis of a circular hole of radius R > 0 in a flat, infinitely extended layer, at height z from the layer's plane. The layer is treated as a continuum of unit areal density, and the pair term is the bare inverse sixth power of distance, with no sign or strength constant. The lemma states that the ring density 2πs/(s² + z²)³ is integrable over s > R, and that its integral is π/(2(R² + z²)²), for every real z. The attempt takes −(π/2)/(s² + z²)² as an antiderivative, shows that the density is non-negative and that the antiderivative tends to 0 at infinity, and applies the fundamental theorem of calculus on the half-line.

Lean 4 with Mathlib refuses this proof:

```lean
import Mathlib

open MeasureTheory Set Filter Topology
open scoped Real

namespace PoreAdsorption

noncomputable section

/-- A flat layer at height `z` with a circular hole of radius `R` has an integrable ring
density, and its pair sum is `π / (2 (R² + z²)²)`. -/
theorem layer_sum {R : ℝ} (hR : 0 < R) (z : ℝ) :
    IntegrableOn (fun s : ℝ => 2 * π * s / (s ^ 2 + z ^ 2) ^ 3) (Ioi R) ∧
    ∫ s in Ioi R, 2 * π * s / (s ^ 2 + z ^ 2) ^ 3 = π / (2 * (R ^ 2 + z ^ 2) ^ 2) := by
  have hd : ∀ s ∈ Ici R, HasDerivAt (fun s : ℝ => -(π / 2) / (s ^ 2 + z ^ 2) ^ 2)
      (2 * π * s / (s ^ 2 + z ^ 2) ^ 3) s := by
    intro s hs
    have hs0 : 0 < s := lt_of_lt_of_le hR hs
    have hq : HasDerivAt (fun s : ℝ => s ^ 2 + z ^ 2) (2 * s) s :=
      ((hasDerivAt_pow 2 s).add_const (z ^ 2)).congr_deriv (by norm_num)
    have hp : HasDerivAt (fun s : ℝ => (s ^ 2 + z ^ 2) ^ 2)
        (2 * (s ^ 2 + z ^ 2) * (2 * s)) s :=
      (hq.fun_pow 2).congr_deriv (by norm_num)
    refine ((hasDerivAt_const s (-(π / 2))).fun_div hp (by positivity)).congr_deriv ?_
    rw [div_eq_div_iff (by positivity) (by positivity)]
    ring
  have hpos : ∀ s ∈ Ioi R, 0 ≤ 2 * π * s / (s ^ 2 + z ^ 2) ^ 3 := by
    intro s hs
    have hs0 : 0 < s := lt_trans hR hs
    positivity
  have hlim : Tendsto (fun s : ℝ => -(π / 2) / (s ^ 2 + z ^ 2) ^ 2) atTop (𝓝 0) :=
    tendsto_const_nhds.div_atTop ((tendsto_pow_atTop two_ne_zero).comp
      (tendsto_atTop_add_const_right atTop (z ^ 2) (tendsto_pow_atTop two_ne_zero)))
  refine ⟨integrableOn_Ioi_deriv_of_nonneg' hd hpos hlim, ?_⟩
  rw [integral_Ioi_of_hasDerivAt_of_nonneg' hd hpos hlim]
  ring

end

end PoreAdsorption
```

The error:

```
Try this:
  [apply] ring_nf
  
  The `ring` tactic failed to close the goal. Use `ring_nf` to obtain a normal form.
    
  Note that `ring` works primarily in *commutative* rings. If you have a noncommutative ring, abelian group or module, consider using `noncomm_ring`, `abel` or `module` instead.
Main.lean:14:85: error: unsolved goals
R : ℝ
hR : 0 < R
z : ℝ
hd : ∀ s ∈ Ici R, HasDerivAt (fun s => -(π / 2) / (s ^ 2 + z ^ 2) ^ 2) (2 * π * s / (s ^ 2 + z ^ 2) ^ 3) s
hpos : ∀ s ∈ Ioi R, 0 ≤ 2 * π * s / (s ^ 2 + z ^ 2) ^ 3
hlim : Tendsto (fun s => -(π / 2) / (s ^ 2 + z ^ 2) ^ 2) atTop (𝓝 0)
⊢ π * (R ^ 2 * z ^ 2 * 2 + R ^ 4 + z ^ 4)⁻¹ * (1 / 2) = π * (R ^ 2 * z ^ 2 * 4 + R ^ 4 * 2 + z ^ 4 * 2)⁻¹
```

Lean accepts the file once it reads:

```diff
@@ -33,6 +33,5 @@
       (tendsto_atTop_add_const_right atTop (z ^ 2) (tendsto_pow_atTop two_ne_zero)))
   refine ⟨integrableOn_Ioi_deriv_of_nonneg' hd hpos hlim, ?_⟩
-  rw [integral_Ioi_of_hasDerivAt_of_nonneg' hd hpos hlim]
-  ring
+  rw [integral_Ioi_of_hasDerivAt_of_nonneg' hd hpos hlim, zero_sub, neg_div, neg_neg, div_div]
 
 end
```

What went wrong. The integral has already been evaluated when the proof fails; what remains is to show that `0 - -(π / 2) / (R ^ 2 + z ^ 2) ^ 2` equals the stated value. The first message says that `ring` could not close this goal, and the error shows what was left after the fallback to `ring_nf`.

That remaining equation is true, since the sum inverted on the right is twice the one inverted on the left. But `ring` multiplies out each denominator and then treats the inverse of the resulting sum as an indivisible atom. On the right the factor 2 has been spread over the terms, and `ring` does not take it out again, so it sees two unrelated atoms.

The repair replaces `ring` with rewrites that leave `(R ^ 2 + z ^ 2) ^ 2` unexpanded. `zero_sub` removes the zero, `neg_div` moves the inner minus sign outside the quotient, and `neg_neg` cancels the two signs. `div_div` then turns `π / 2 / (R ^ 2 + z ^ 2) ^ 2` into exactly the right-hand side, and `rw` closes the goal by reflexivity.
